# Kleinman-Bylander scattering in a finite matrix model: the boundary mismatch vanishes at least to second order at the reference energy

When a semilocal pseudopotential is prepared for a plane-wave calculation, the potential of an angular-momentum channel is commonly replaced by a single projector for each magnetic quantum number. One takes the pseudo wave function $\varphi$ at the reference energy, multiplies it by the channel potential $A$ (the part left after the local potential has been split off), and stores the vector $A\varphi$ and the number $\langle\varphi,A\varphi\rangle$. Applying the new potential then takes one inner product and one scaled vector addition per projector. The replacement is exact on $\varphi$, but in a molecule or a solid the valence states also lie at other energies, so it matters how fast the scattering of the two potentials separates. The problems below answer this for a single-particle, one-channel model with finite real symmetric matrices, provided that $\langle\varphi,A\varphi\rangle\neq0$ and that the solutions for both potentials, taken at fixed boundary value, equal $\varphi$ at the reference energy and are differentiable in the energy there.

## The separable potential and the boundary residual

Vectors are functions `n → ℝ` on a finite set of sites, $\langle u,v\rangle=\sum_i u_iv_i$ is written `u ⬝ᵥ v`, and `M *ᵥ v` is a matrix acting on a vector. $H$ contains the kinetic energy and the local potential.

```lean
import Mathlib

open Matrix Filter Topology

namespace KleinmanBylanderScattering

noncomputable section

variable {n : Type*} [Fintype n]
```

With $D=\langle\varphi,A\varphi\rangle$, the Kleinman-Bylander matrix is $K=(A\varphi)(A\varphi)^T/D$. It does not change when $\varphi$ is rescaled.

```lean
/-- The Kleinman-Bylander form `A φ (A φ)ᵀ / ⟨φ, A φ⟩` of a potential `A` with reference
vector `φ`, meant for `⟨φ, A φ⟩ ≠ 0`. -/
def kb (A : Matrix n n ℝ) (φ : n → ℝ) : Matrix n n ℝ :=
  (φ ⬝ᵥ A *ᵥ φ)⁻¹ • vecMulVec (A *ᵥ φ) (A *ᵥ φ)
```

Let $b$ be the boundary site and $e_b$ its unit vector, `Pi.single b 1`. `Driven M b E x s` says that $(M-E)x=s\,e_b$ and $x_b=1$: the Schrödinger equation holds at every site but $b$, where the residual $s$ is left over. If $b$ couples to one outside site with hopping $h$, the full equation at $b$ gives $s=-h\,x_{\rm out}/x_b$. The residual therefore plays the part of a logarithmic derivative, and equal residuals mean equal scattering outside.

```lean
/-- The vector `x` has component one at the boundary site `b` and solves the Schrödinger
equation of `M` at energy `E` at all other sites; `s` is the residual at `b`. -/
def Driven [DecidableEq n] (M : Matrix n n ℝ) (b : n) (E : ℝ) (x : n → ℝ) (s : ℝ) : Prop :=
  M *ᵥ x - E • x = s • (Pi.single b 1 : n → ℝ) ∧ x b = 1
```

## (a) Symmetry of the bilinear form

For a real symmetric $M$, show that
$$\langle x,My\rangle=\langle y,Mx\rangle .$$

**Solution.** Move the matrix to the left factor: $\langle x,My\rangle=\langle M^Tx,y\rangle=\langle Mx,y\rangle=\langle y,Mx\rangle$. The rewriting steps in Lean are these equalities.

```lean
/-- A real symmetric matrix has a symmetric bilinear form. -/
theorem form_symm {M : Matrix n n ℝ} (hM : M.IsSymm) (x y : n → ℝ) :
    x ⬝ᵥ M *ᵥ y = y ⬝ᵥ M *ᵥ x := by
  rw [Matrix.dotProduct_mulVec, ← Matrix.mulVec_transpose, hM.eq, dotProduct_comm]
```

## (b) Reading off the residual

Let $x$ be a driven solution of $M$ at energy $E$ with residual $s$, and let $y$ be any vector with $y_b=1$. Show that
$$\langle y,Mx\rangle-E\langle y,x\rangle=s .$$

**Solution.** Take the inner product of $(M-E)x=s\,e_b$ with $y$. The right side becomes $s\,y_b=s$. In Lean, `congrArg` applies this inner product to both sides of the equation.

```lean
/-- For a driven solution `x` of `M` at energy `E`, the inner product of `(M - E) x` with any vector
of boundary component one is the boundary residual. -/
theorem residual_eq [DecidableEq n] {M : Matrix n n ℝ} {b : n} {E s : ℝ} {x y : n → ℝ}
    (hx : Driven M b E x s) (hy : y b = 1) :
    y ⬝ᵥ M *ᵥ x - E * (y ⬝ᵥ x) = s := by
  have h := congrArg (fun v => y ⬝ᵥ v) hx.1
  simpa [dotProduct_sub, dotProduct_smul, hy] using h
```

## (c) Energy derivative of the residual

Let $M$ be symmetric, and let $x(E)$ be driven solutions with residuals $s(E)$ for all $E$ near $E_0$, continuous at $E_0$. Show that
$$s'(E_0)=-\langle x(E_0),x(E_0)\rangle .$$

**Solution.** Pair the equation at $E$ with $x(E_0)$, and the equation at $E_0$ with $x(E)$. By (b),
$$\langle x(E_0),Mx(E)\rangle-E\langle x(E_0),x(E)\rangle=s(E),$$
$$\langle x(E),Mx(E_0)\rangle-E_0\langle x(E),x(E_0)\rangle=s(E_0).$$
The matrix elements agree by (a). Subtracting and dividing by $E-E_0\neq0$ gives
$$\frac{s(E)-s(E_0)}{E-E_0}=-\langle x(E_0),x(E)\rangle ,$$
and continuity gives the limit.

This is the norm-conservation relation in matrix form. For a solution $u$ of unit norm with $u_b\ne0$, the driven vector is $u/u_b$ and the slope is $-1/u_b^2$. Two Hamiltonians with the same driven solution at $E_0$ thus have residuals with the same slope there.

In the code, `h1` and `h2` are the two paired equations, `slope` is the difference quotient, and `∀ᶠ E in 𝓝 E₀` means "for all $E$ near $E_0$".

```lean
/-- Norm conservation: for a symmetric Hamiltonian and a driven solution continuous at `E₀`,
the energy derivative of the boundary residual is minus the squared norm of the solution. -/
theorem residual_hasDerivAt [DecidableEq n] {M : Matrix n n ℝ} (hM : M.IsSymm) {b : n}
    {x : ℝ → n → ℝ} {s : ℝ → ℝ} {E₀ : ℝ} (hx : ContinuousAt x E₀)
    (hs : ∀ᶠ E in 𝓝 E₀, Driven M b E (x E) (s E)) :
    HasDerivAt s (-(x E₀ ⬝ᵥ x E₀)) E₀ := by
  rw [hasDerivAt_iff_tendsto_slope]
  have hc : Continuous (fun v : n → ℝ => -(x E₀ ⬝ᵥ v)) := by
    simp only [dotProduct]
    fun_prop
  have hlim := (hc.tendsto (x E₀)).comp
    (hx.tendsto.mono_left (nhdsWithin_le_nhds (s := {E₀}ᶜ)))
  refine Tendsto.congr' ?_ hlim
  have h0 := hs.self_of_nhds
  filter_upwards [hs.filter_mono nhdsWithin_le_nhds, self_mem_nhdsWithin] with E hE hne
  have hd : E - E₀ ≠ 0 := sub_ne_zero.mpr hne
  -- pair each of the two equations with the solution at the other energy
  have h1 := residual_eq hE h0.2
  have h2 := residual_eq h0 hE.2
  rw [form_symm hM, dotProduct_comm (x E) (x E₀)] at h2
  change -(x E₀ ⬝ᵥ x E) = slope s E₀ E
  rw [slope_def_field, eq_div_iff hd]
  linear_combination h1 - h2
```

## (d) Matrix elements of the separable potential

For any vectors $u$ and $v$, show that
$$\langle u,Kv\rangle=\frac{\langle u,A\varphi\rangle\,\langle v,A\varphi\rangle}{D}.$$

**Solution.** The outer product acts as $(A\varphi)(A\varphi)^Tv=\langle v,A\varphi\rangle\,A\varphi$, which is `h` in the code. Take the inner product with $u$ and divide by $D$.

```lean
/-- The bilinear form of the Kleinman-Bylander matrix is a product of two projections
on `A φ`, divided by `⟨φ, A φ⟩`. -/
theorem kb_form (A : Matrix n n ℝ) (φ u v : n → ℝ) :
    u ⬝ᵥ kb A φ *ᵥ v = (u ⬝ᵥ A *ᵥ φ) * (v ⬝ᵥ A *ᵥ φ) * (φ ⬝ᵥ A *ᵥ φ)⁻¹ := by
  have h : vecMulVec (A *ᵥ φ) (A *ᵥ φ) *ᵥ v = (v ⬝ᵥ A *ᵥ φ) • (A *ᵥ φ) := by
    generalize A *ᵥ φ = a
    ext i
    simp only [Matrix.mulVec, dotProduct, Matrix.vecMulVec_apply, Pi.smul_apply,
      smul_eq_mul, Finset.sum_mul]
    exact Finset.sum_congr rfl (fun j _ => by ring)
  rw [kb, Matrix.smul_mulVec, h, dotProduct_smul, dotProduct_smul, smul_eq_mul, smul_eq_mul]
  ring
```

## (e) The mismatch at an arbitrary energy

Let $H$ and $A$ be symmetric and $D\neq0$. At one energy $E$, let $x$ be a driven solution of $H+A$ with residual $s$, and $y$ one of $H+K$ with residual $t$. Show that
$$s-t=\langle y-\varphi,(A-K)(x-\varphi)\rangle .$$

**Solution.** Write $\alpha=\langle x,A\varphi\rangle$ and $\beta=\langle y,A\varphi\rangle$. Apply (b) to each equation, paired with the other solution, and subtract. The terms in $H$ and $E$ cancel by symmetry, and (d) gives
$$s-t=\langle y,Ax\rangle-\frac{\alpha\beta}{D}.$$
Now expand the two parts of the right side of the claim:
$$\langle y-\varphi,A(x-\varphi)\rangle=\langle y,Ax\rangle-\alpha-\beta+D,$$
$$\langle y-\varphi,K(x-\varphi)\rangle=\frac{(\beta-D)(\alpha-D)}{D}=\frac{\alpha\beta}{D}-\alpha-\beta+D.$$
Their difference is $\langle y,Ax\rangle-\alpha\beta/D$, as required.

The energy need not be close to a reference value, and $\varphi$ need not solve any equation here. The final `linear_combination` does the same algebra, with `hi` supplying $D\cdot D^{-1}=1$.

```lean
/-- At any energy the difference of the boundary residuals of the full and the separable
problem is bilinear in the deviations of the two solutions from the reference vector,
for symmetric `H` and `A` and `⟨φ, A φ⟩ ≠ 0`. -/
theorem mismatch_exact [DecidableEq n] {H A : Matrix n n ℝ} (hH : H.IsSymm) (hA : A.IsSymm)
    {φ x y : n → ℝ} (hφ : φ ⬝ᵥ A *ᵥ φ ≠ 0) {b : n} {E s t : ℝ}
    (hx : Driven (H + A) b E x s) (hy : Driven (H + kb A φ) b E y t) :
    s - t = (y - φ) ⬝ᵥ (A - kb A φ) *ᵥ (x - φ) := by
  have h1 := residual_eq hx hy.2
  have h2 := residual_eq hy hx.2
  have hi := mul_inv_cancel₀ hφ
  simp only [Matrix.add_mulVec, dotProduct_add, kb_form] at h1 h2
  rw [form_symm hH x y, dotProduct_comm x y] at h2
  simp only [Matrix.sub_mulVec, Matrix.mulVec_sub, dotProduct_sub, sub_dotProduct, kb_form]
  rw [form_symm hA φ x]
  -- the terms linear in the deviations cancel because `⟨φ, A φ⟩` is invertible
  linear_combination h2 - h1 -
    (y ⬝ᵥ A *ᵥ φ + x ⬝ᵥ A *ᵥ φ - φ ⬝ᵥ A *ᵥ φ) * hi
```

## (f) The limit at the reference energy

Keep $H$ and $A$ symmetric and $D\ne0$. Let $x(E)$ and $y(E)$ be driven solutions of $H+A$ and $H+K$ near $E_0$, with residuals $s(E)$ and $t(E)$. Both curves equal $\varphi$ at $E_0$ and have derivatives $x'$ and $y'$ there. Show that
$$\lim_{E\to E_0}\frac{s(E)-t(E)}{(E-E_0)^2}=\langle y',(A-K)x'\rangle .$$

**Solution.** Divide (e) by $(E-E_0)^2$ and give one factor to each deviation:
$$\frac{s(E)-t(E)}{(E-E_0)^2}=\left\langle\frac{y(E)-\varphi}{E-E_0},\,(A-K)\,\frac{x(E)-\varphi}{E-E_0}\right\rangle .$$
The quotients tend to $y'$ and $x'$, and the bilinear form is continuous.

In Lean, `hc` is this continuity, `hlim` the limit of the form at the two slopes, and `𝓝[≠] E₀` the approach to $E_0$ through other energies. The coefficient may be zero, in which case the mismatch is smaller still.

The differentiable curves are assumed, not constructed. They stand for a solution that responds smoothly to the energy at fixed boundary value. This is the case for both curves, for instance, when $E_0$ is an eigenvalue of neither $H+A$ nor $H+K$ after row and column $b$ have been removed.

```lean
/-- Scattering away from the reference energy: let `H`, `A` be symmetric, `⟨φ, A φ⟩ ≠ 0`, and let
the driven solutions of `H + A` and `H + K`, where `K = kb A φ`, equal `φ` at `E₀` and have the
energy derivatives `x'` and `y'` there. Then the boundary mismatch divided by `(E - E₀)²` tends to
`⟨y', (A - K) x'⟩`. -/
theorem mismatch_second_order [DecidableEq n] {H A : Matrix n n ℝ}
    (hH : H.IsSymm) (hA : A.IsSymm) {φ x' y' : n → ℝ} (hφ : φ ⬝ᵥ A *ᵥ φ ≠ 0) {b : n}
    {x y : ℝ → n → ℝ} {s t : ℝ → ℝ} {E₀ : ℝ} (hx0 : x E₀ = φ) (hy0 : y E₀ = φ)
    (hx : HasDerivAt x x' E₀) (hy : HasDerivAt y y' E₀)
    (hs : ∀ᶠ E in 𝓝 E₀, Driven (H + A) b E (x E) (s E))
    (ht : ∀ᶠ E in 𝓝 E₀, Driven (H + kb A φ) b E (y E) (t E)) :
    Tendsto (fun E => (s E - t E) / (E - E₀) ^ 2) (𝓝[≠] E₀)
      (𝓝 (y' ⬝ᵥ (A - kb A φ) *ᵥ x')) := by
  have hc : Continuous (fun p : (n → ℝ) × (n → ℝ) => p.1 ⬝ᵥ (A - kb A φ) *ᵥ p.2) := by
    generalize A - kb A φ = G
    simp only [dotProduct, Matrix.mulVec]
    fun_prop
  have hlim := (hc.tendsto (y', x')).comp
    ((hasDerivAt_iff_tendsto_slope.mp hy).prodMk_nhds (hasDerivAt_iff_tendsto_slope.mp hx))
  refine Tendsto.congr' ?_ hlim
  filter_upwards [hs.filter_mono nhdsWithin_le_nhds, ht.filter_mono nhdsWithin_le_nhds]
    with E h1 h2
  -- the exact mismatch is the bilinear form of the two difference quotients
  change slope y E₀ E ⬝ᵥ (A - kb A φ) *ᵥ slope x E₀ E = _
  rw [mismatch_exact hH hA hφ h1 h2, div_eq_mul_inv, ← inv_pow]
  simp only [slope, vsub_eq_sub, hx0, hy0, Matrix.mulVec_smul, smul_dotProduct,
    dotProduct_smul, smul_eq_mul]
  ring
```

## (g) A two-site solution

Take sites 0 and 1 with boundary $b=1$, and for $E\neq c$ the vector $(c/(c-E),\,1)$.

```lean
/-- A two-site solution curve with boundary component one, for `E ≠ c`. -/
def curve (c E : ℝ) : Fin 2 → ℝ := ![c / (c - E), 1]
```

Its proposed residual is the following function.

```lean
/-- The boundary residual belonging to `curve c`, for `E ≠ c`. -/
def residual (c E : ℝ) : ℝ := -c * (c / (c - E)) + c - E
```

Show that
$$\begin{pmatrix}c-E&-c\\-c&c-E\end{pmatrix}\begin{pmatrix}c/(c-E)\\1\end{pmatrix}=\begin{pmatrix}0\\-c^2/(c-E)+c-E\end{pmatrix}.$$

**Solution.** Row 0 gives $(c-E)\,c/(c-E)-c=0$. Row 1 is the stated residual. The code treats the two rows separately with `fin_cases`.

```lean
/-- For `E ≠ c` the two-site curve is a driven solution of the hopping matrix of strength `c`. -/
theorem curve_driven {c E : ℝ} (h : E ≠ c) :
    Driven !![c, -c; -c, c] 1 E (curve c E) (residual c E) := by
  have hd : c - E ≠ 0 := sub_ne_zero.mpr h.symm
  have hu : (c - E) * (c / (c - E)) = c := by field_simp
  unfold curve residual
  generalize c / (c - E) = u at hu ⊢
  refine ⟨?_, rfl⟩
  ext i
  fin_cases i
  · simp
    linear_combination hu
  · simp
    ring
```

## (h) Its energy derivative

For $c\neq0$, show that the curve in (g) has at $E=0$ the derivative
$$(1/c,\;0).$$

**Solution.** The derivative of $c/(c-E)$ is $c/(c-E)^2$, which is $1/c$ at zero. The boundary component is constant.

```lean
/-- For `c ≠ 0` the two-site curve has energy derivative `(1/c, 0)` at zero energy. -/
theorem curve_hasDerivAt {c : ℝ} (hc : c ≠ 0) : HasDerivAt (curve c) ![1 / c, 0] 0 := by
  have h : HasDerivAt (fun E : ℝ => c / (c - E)) (1 / c) 0 := by
    have h1 := (hasDerivAt_const (0 : ℝ) c).fun_div
      ((hasDerivAt_id' (0 : ℝ)).const_sub c) (by simpa using hc)
    refine h1.congr_deriv ?_
    rw [sub_zero, div_eq_div_iff (pow_ne_zero 2 hc) hc]
    ring
  refine hasDerivAt_pi.2 fun i => ?_
  fin_cases i
  · exact h
  · exact hasDerivAt_const (0 : ℝ) (1 : ℝ)
```

## (i) Numbers for two sites

Take
$$H=\begin{pmatrix}0&-2\\-2&0\end{pmatrix},\quad A=\begin{pmatrix}2&0\\0&2\end{pmatrix},\quad \varphi=(1,1),\quad E_0=0.$$
Show that the curves of (g) with $c=2$ and $c=1$ are driven solutions of $H+A$ and $H+K$ near zero energy, and that
$$\lim_{E\to0}\frac{s(E)-t(E)}{E^2}=\frac12 .$$

**Solution.** Here $A\varphi=(2,2)$ and $D=4$, so every entry of $K$ is 1. Hence
$$H+A=\begin{pmatrix}2&-2\\-2&2\end{pmatrix},\qquad H+K=A-K=\begin{pmatrix}1&-1\\-1&1\end{pmatrix},$$
and (g) applies with $c=2$ and $c=1$. Both curves equal $\varphi$ at zero. By (h), $x'=(1/2,0)$ and $y'=(1,0)$, so (f) gives $1\cdot1\cdot\tfrac12=\tfrac12$.

At $E=0.1$ the residuals are
$$s=1.9-\frac{4}{1.9}\approx-0.20526,\qquad t=0.9-\frac{1}{0.9}\approx-0.21111 .$$
Both are close to $-0.2$, as the common slope $-\langle\varphi,\varphi\rangle=-2$ from (c) predicts; the normalised vector $(1,1)/\sqrt2$ has $u_b^2=1/2$ and gives the same slope. The mismatch is $0.00585$. Formula (e) gives it directly: the deviations are $(1/19,0)$ and $(1/9,0)$, and their product is $1/171$. Divided by $E^2$ this is $0.585$, on its way to $1/2$.

Since the limit is not zero, no higher order holds for all models that satisfy the hypotheses of (f). In the code, `hK`, `e1` and `e2` compute the matrices, `hmain` applies (f), and `hval` evaluates the coefficient.

```lean
/-- A two-site model with `H = !![0, -2; -2, 0]`, `A = !![2, 0; 0, 2]` and `φ = (1, 1)`, solved
by `curve 2` and `curve 1`, has mismatch divided by `E²` tending to `1/2`. -/
theorem mismatch_witness :
    (∀ᶠ E in 𝓝 (0 : ℝ), Driven (!![0, -2; -2, 0] + !![2, 0; 0, 2]) 1 E
      (curve 2 E) (residual 2 E)) ∧
    (∀ᶠ E in 𝓝 (0 : ℝ), Driven (!![0, -2; -2, 0] + kb !![2, 0; 0, 2] ![1, 1]) 1 E
      (curve 1 E) (residual 1 E)) ∧
    Tendsto (fun E => (residual 2 E - residual 1 E) / E ^ 2) (𝓝[≠] 0) (𝓝 (1 / 2)) := by
  have hK : kb !![2, 0; 0, 2] ![1, 1] = !![1, 1; 1, 1] := by
    ext i j
    fin_cases i <;> fin_cases j <;>
      simp [kb, Matrix.vecMulVec_apply, Matrix.mulVec, dotProduct, Fin.sum_univ_two] <;>
      norm_num
  have e1 : (!![0, -2; -2, 0] + !![2, 0; 0, 2] : Matrix (Fin 2) (Fin 2) ℝ)
      = !![2, -2; -2, 2] := by
    ext i j
    fin_cases i <;> fin_cases j <;> simp
  have e2 : (!![0, -2; -2, 0] + kb !![2, 0; 0, 2] ![1, 1] : Matrix (Fin 2) (Fin 2) ℝ)
      = !![1, -1; -1, 1] := by
    rw [hK]
    ext i j
    fin_cases i <;> fin_cases j <;> simp <;> norm_num
  have hs : ∀ᶠ E in 𝓝 (0 : ℝ), Driven (!![0, -2; -2, 0] + !![2, 0; 0, 2]) 1 E
      (curve 2 E) (residual 2 E) := by
    rw [e1]
    exact (eventually_ne_nhds (by norm_num)).mono fun E h => curve_driven h
  have ht : ∀ᶠ E in 𝓝 (0 : ℝ), Driven (!![0, -2; -2, 0] + kb !![2, 0; 0, 2] ![1, 1]) 1 E
      (curve 1 E) (residual 1 E) := by
    rw [e2]
    exact (eventually_ne_nhds (by norm_num)).mono fun E h => curve_driven h
  refine ⟨hs, ht, ?_⟩
  have hH : (!![0, -2; -2, 0] : Matrix (Fin 2) (Fin 2) ℝ).IsSymm := by
    ext i j
    fin_cases i <;> fin_cases j <;> rfl
  have hA : (!![2, 0; 0, 2] : Matrix (Fin 2) (Fin 2) ℝ).IsSymm := by
    ext i j
    fin_cases i <;> fin_cases j <;> rfl
  have hφ : (![1, 1] : Fin 2 → ℝ) ⬝ᵥ !![2, 0; 0, 2] *ᵥ ![1, 1] ≠ 0 := by
    simp [Matrix.mulVec, dotProduct, Fin.sum_univ_two]
  have hmain := mismatch_second_order hH hA hφ (by simp [curve]) (by simp [curve])
    (curve_hasDerivAt two_ne_zero) (curve_hasDerivAt one_ne_zero) hs ht
  -- evaluate the second-order coefficient
  have hval : (![1 / 1, 0] : Fin 2 → ℝ) ⬝ᵥ
      (!![2, 0; 0, 2] - kb !![2, 0; 0, 2] ![1, 1]) *ᵥ ![1 / 2, 0] = 1 / 2 := by
    rw [hK]
    simp [Matrix.mulVec, dotProduct, Fin.sum_univ_two]
    norm_num
  rw [hval] at hmain
  simpa only [sub_zero] using hmain

end

end KleinmanBylanderScattering
```

```lean
#print axioms KleinmanBylanderScattering.residual_hasDerivAt
-- 'KleinmanBylanderScattering.residual_hasDerivAt' depends on axioms: [propext, Classical.choice, Quot.sound]
#print axioms KleinmanBylanderScattering.mismatch_second_order
-- 'KleinmanBylanderScattering.mismatch_second_order' depends on axioms: [propext, Classical.choice, Quot.sound]
```
